# With nonnegative hopping, a unitary background field never raises the one-particle partition function on a finite lattice

## Do non-commuting links spoil the diamagnetic bound?

A particle with $N$ colours hops on a finite lattice. Each hop enters the Hamiltonian as $-t_{xy}U_{xy}$, where $t_{xy}\ge 0$ and the unitary matrix $U_{xy}$ rotates the colour. I am told that for $\beta\ge 0$ its partition function is at most $N$ times that of a colourless particle with the same hopping and potential. For ordinary magnetic phases I can see this: every closed path acquires a phase, and phases can only reduce the sum. Here the path weights are products of matrices that don't commute. Does the argument survive, and where does the factor $N$ come from?

## Path products stay bounded by one, and the trace supplies the $N$

It survives:
$$\operatorname{tr}e^{-\beta H_U}\le N\operatorname{tr}e^{-\beta H_0}\qquad(\beta\ge 0).$$
Here $H_U$ has diagonal blocks $V_x\mathbf 1$, with $V_x$ real, and off-diagonal blocks $-t_{xy}U_{xy}$, with $t_{xy}=t_{yx}\ge 0$ and $U_{yx}=U_{xy}^*$. The scalar matrix $H_0$ has entries $V_x$ and $-t_{xy}$. Commutativity is never needed, because the operator norm of a product is at most the product of the norms.

The condition $t_{xy}\ge 0$ means that, without the field, every bond favours equal phases at its two ends, so the scalar hopping is unfrustrated. The condition $U_{yx}=U_{xy}^*$ says that hopping back undoes the colour rotation.

**Bounding the powers.** Write $M_{xy}$ for the $N\times N$ block of a matrix $M$ that leads from site $y$ to site $x$. Suppose that $\|M_{xy}\|\le A_{xy}$ for a real matrix $A$ on the sites. Then $\|(M^k)_{xy}\|\le (A^k)_{xy}$ for all $k$. At $k=0$ the blocks are $\mathbf 1$ or $0$, with norms at most $1$ and $0$. For the next power,
$$\|(M^{k+1})_{xy}\|\le\sum_z\|(M^k)_{xz}\|\,\|M_{zy}\|\le\sum_z (A^k)_{xz}A_{zy}=(A^{k+1})_{xy}.$$
Dividing by $k!$ and summing gives $\|(e^M)_{xy}\|\le (e^A)_{xy}$.

**Making the diagonal nonnegative.** Choose a real $s$ with $s\ge\beta V_x$ for every $x$, and set $M=-\beta H_U+s\mathbf 1$ and $A=-\beta H_0+s\mathbf 1$. On the diagonal, $\|M_{xx}\|=(s-\beta V_x)\|\mathbf 1\|\le A_{xx}$. For $x\ne y$, $\|M_{xy}\|=\beta t_{xy}\|U_{xy}\|\le\beta t_{xy}=A_{xy}$, since $U^*U=\mathbf 1$ implies $\|U\|\le 1$. Both exponentials carry the same factor $e^s$, which cancels:
$$\|(e^{-\beta H_U})_{xy}\|\le (e^{-\beta H_0})_{xy}.$$

**Taking the trace.** $H_U$ is Hermitian, so the trace is real. A diagonal entry of a matrix is at most its operator norm in modulus. Each site therefore contributes at most $N(e^{-\beta H_0})_{xx}$, one term per colour, and summing over $x$ gives the result.

The factor $N$ is attained. If all links are $\mathbf 1$, then $H_U$ consists of $N$ independent copies of $H_0$, and the two sides are equal.

A mistake that is easy to make is to compare powers of $-\beta H_U$ and $-\beta H_0$ directly, without the shift. With one site, one colour and $\beta=V=1$, the hypothesis of the comparison would read $|-1|\le -1$. Replacing $V_x$ by $-|V_x|$ on the scalar side repairs the inequality, but for $\beta>0$ it gives a weaker bound as soon as some $V_x$ is positive.

## What the Lean statement says about the lattice

The finite types `X` and `n` label sites and colours, so $N$ is `Fintype.card n`. The matrix `gaugeH t V U` is $H_U$, with complex entries indexed by site–colour pairs, and `scalarH t V` is the real matrix $H_0$. The linear map `block x y` extracts the block from $y$ to $x$. The opened norm scope makes `‖·‖` on matrices the operator norm for Euclidean length.

The main theorem, `partition_function_le`, states that the trace has zero imaginary part and that its real part obeys the bound. Its hypotheses `ht`, `hsymm`, `hU`, `hUs` and `hβ` are nonnegative hopping, symmetric hopping, unitary links, reversed links and $\beta\ge 0$. The link conditions are required only for distinct sites, since the diagonal of `U` is never used. The blockwise bound is `propagator_le`; "propagator" there means the imaginary-time operator $e^{-\beta H}$. Equality for identity links is `partition_function_trivial_links`, which holds for every real $\beta$ and any real `t`.

"Partition function" here means the trace over one-particle states in a fixed background: there are no interactions, no particle statistics and no integration over gauge fields. Within that restriction the bound applies to tight-binding models with one orbital per site and time-reversal-symmetric spin-orbit coupling. There $N=2$, and each bond matrix is a nonnegative number times a unitary. That number, which includes the spin-orbit part of the bond, is the hopping $t_{xy}$ of the scalar model in the comparison. The model also assumes that the field acts only through the links. A Zeeman term, for example, would make the on-site block depend on spin, and the theorem does not cover that case.

```lean
import Mathlib

open Matrix
open scoped Matrix.Norms.L2Operator

namespace NonabelianPartitionFunction

noncomputable section

variable {X n : Type*} [Fintype X] [DecidableEq X] [Fintype n] [DecidableEq n]

/-- The lattice Hamiltonian in a gauge field: diagonal blocks `V x` times the identity,
off-diagonal blocks `-t x y` times the link matrix `U x y`. -/
def gaugeH (t : X → X → ℝ) (V : X → ℝ) (U : X → X → Matrix n n ℂ) :
    Matrix (X × n) (X × n) ℂ :=
  Matrix.of fun p q =>
    (if p.1 = q.1 then (V p.1 : ℂ) • (1 : Matrix n n ℂ)
      else (-(t p.1 q.1 : ℂ)) • U p.1 q.1) p.2 q.2

/-- The scalar Hamiltonian with the same hopping and potential, without colour or gauge field. -/
def scalarH (t : X → X → ℝ) (V : X → ℝ) : Matrix X X ℝ :=
  Matrix.of fun x y => if x = y then V x else -t x y

/-- The colour matrix that connects site `y` to site `x` in an operator on the lattice. -/
def block (x y : X) : Matrix (X × n) (X × n) ℂ →ₗ[ℂ] Matrix n n ℂ where
  toFun M := Matrix.of fun a b => M (x, a) (y, b)
  map_add' _ _ := rfl
  map_smul' _ _ := rfl

/-- A unitary colour matrix has operator norm at most one. -/
theorem norm_unitary_le_one {U : Matrix n n ℂ} (hU : U ∈ Matrix.unitaryGroup n ℂ) :
    ‖U‖ ≤ 1 := by
  have h1 := Matrix.l2_opNorm_conjTranspose_mul_self (1 : Matrix n n ℂ)
  rw [Matrix.conjTranspose_one, one_mul] at h1
  have h2 := Matrix.l2_opNorm_conjTranspose_mul_self U
  rw [← Matrix.star_eq_conjTranspose, Matrix.mem_unitaryGroup_iff'.1 hU] at h2
  have h3 : ‖(1 : Matrix n n ℂ)‖ ≤ 1 := by
    by_contra h
    push Not at h
    nlinarith
  nlinarith [norm_nonneg U]

omit [Fintype X] [Fintype n] in
/-- The identity operator has identity blocks on the diagonal and zero blocks elsewhere. -/
theorem block_one (x y : X) :
    block x y (1 : Matrix (X × n) (X × n) ℂ) = if x = y then 1 else 0 := by
  ext a b
  change (1 : Matrix (X × n) (X × n) ℂ) (x, a) (y, b) = _
  by_cases h : x = y <;> simp [Matrix.one_apply, h]

omit [DecidableEq X] [DecidableEq n] in
/-- The blocks of a product are sums over the intermediate site. -/
theorem block_mul (M K : Matrix (X × n) (X × n) ℂ) (x y : X) :
    block x y (M * K) = ∑ z, block x z M * block z y K := by
  ext a b
  change (M * K) (x, a) (y, b) = _
  simp only [Matrix.sum_apply, Matrix.mul_apply, Fintype.sum_prod_type]
  rfl

/-- If a linear function of every power of `M` is bounded in norm by the `x y` entry of the same
power of `A`, the bound also holds for the exponentials. -/
theorem norm_exp_le {m F : Type*} [Fintype m] [DecidableEq m] [NormedAddCommGroup F]
    [NormedSpace ℂ F] (L : Matrix m m ℂ →ₗ[ℂ] F) {M : Matrix m m ℂ} {A : Matrix X X ℝ}
    {x y : X} (h : ∀ k : ℕ, ‖L (M ^ k)‖ ≤ (A ^ k) x y) :
    ‖L (NormedSpace.exp M)‖ ≤ NormedSpace.exp A x y := by
  have hM : HasSum (fun k : ℕ => ((k.factorial : ℂ)⁻¹) • M ^ k) (NormedSpace.exp M) :=
    NormedSpace.exp_series_hasSum_exp' (𝕂 := ℂ) M
  have hA : HasSum (fun k : ℕ => ((k.factorial : ℝ)⁻¹) • A ^ k) (NormedSpace.exp A) :=
    NormedSpace.exp_series_hasSum_exp' (𝕂 := ℝ) A
  have hA' : HasSum (fun k : ℕ => (k.factorial : ℝ)⁻¹ * (A ^ k) x y) (NormedSpace.exp A x y) :=
    hA.map (Matrix.entryLinearMap ℝ ℝ x y) (LinearMap.continuous_of_finiteDimensional _)
  refine (hM.map L L.continuous_of_finiteDimensional).norm_le_of_bounded hA' fun k => ?_
  rw [Function.comp_apply, map_smul, norm_smul, norm_inv, Complex.norm_natCast]
  exact mul_le_mul_of_nonneg_left (h k) (by positivity)

/-- A constant added to the exponent multiplies the matrix exponential by a number. -/
theorem exp_shift {𝕜 m : Type*} [RCLike 𝕜] [Fintype m] [DecidableEq m]
    (M : Matrix m m 𝕜) (c : 𝕜) :
    NormedSpace.exp (M + c • (1 : Matrix m m 𝕜)) = NormedSpace.exp c • NormedSpace.exp M := by
  have hc : Commute M (c • (1 : Matrix m m 𝕜)) := (Commute.one_right M).smul_right c
  have h1 : NormedSpace.exp (c • (1 : Matrix m m 𝕜)) = NormedSpace.exp c • 1 := by
    have h := NormedSpace.algebraMap_exp_comm (𝔸 := Matrix m m 𝕜) c
    simpa only [Algebra.algebraMap_eq_smul_one] using h.symm
  rw [Matrix.exp_add_of_commute _ _ hc, h1, mul_smul_comm, mul_one]

/-- If the norm of every block of `M` is at most the corresponding entry of `A`, the same holds
for their exponentials. -/
theorem block_exp_le {M : Matrix (X × n) (X × n) ℂ} {A : Matrix X X ℝ}
    (h : ∀ x y, ‖block x y M‖ ≤ A x y) (x y : X) :
    ‖block x y (NormedSpace.exp M)‖ ≤ NormedSpace.exp A x y := by
  -- the bound passes to powers, path by path
  have hpow : ∀ (k : ℕ) (x y : X), ‖block x y (M ^ k)‖ ≤ (A ^ k) x y := by
    intro k
    induction k with
    | zero =>
      intro x y
      rw [pow_zero, pow_zero, block_one, Matrix.one_apply]
      split_ifs
      · exact norm_unitary_le_one (one_mem _)
      · exact norm_zero.le
    | succ k ih =>
      intro x y
      rw [pow_succ, pow_succ, block_mul, Matrix.mul_apply]
      refine (norm_sum_le _ _).trans (Finset.sum_le_sum fun z _ => ?_)
      exact (norm_mul_le _ _).trans
        (mul_le_mul (ih x z) (h z y) (norm_nonneg _) ((norm_nonneg _).trans (ih x z)))
  -- view colour matrices as operators on Euclidean space and sum the exponential series
  obtain ⟨T, hT⟩ : ∃ T : Matrix n n ℂ →ₗ[ℂ] (EuclideanSpace ℂ n →L[ℂ] EuclideanSpace ℂ n),
      ∀ B, ‖T B‖ = ‖B‖ :=
    ⟨((Matrix.toEuclideanLin (𝕜 := ℂ) (m := n) (n := n)).trans
      LinearMap.toContinuousLinearMap).toLinearMap, fun B => (Matrix.l2_opNorm_def B).symm⟩
  have hk : ∀ k : ℕ, ‖(T ∘ₗ block x y) (M ^ k)‖ ≤ (A ^ k) x y := by
    intro k
    rw [LinearMap.comp_apply, hT]
    exact hpow k x y
  have hfin := norm_exp_le (T ∘ₗ block x y) hk
  rw [LinearMap.comp_apply, hT] at hfin
  exact hfin

/-- Diamagnetic bound on the propagator: for nonnegative hopping, unitary links and `β ≥ 0`, the
norm of each block of `exp (-β H_U)` is at most the corresponding entry of `exp (-β H_0)`. -/
theorem propagator_le {t : X → X → ℝ} (V : X → ℝ) {U : X → X → Matrix n n ℂ} {β : ℝ}
    (ht : ∀ x y, 0 ≤ t x y) (hU : ∀ x y, x ≠ y → U x y ∈ Matrix.unitaryGroup n ℂ)
    (hβ : 0 ≤ β) (x y : X) :
    ‖block x y (NormedSpace.exp ((-(β : ℂ)) • gaugeH t V U))‖
      ≤ NormedSpace.exp ((-β) • scalarH t V) x y := by
  -- a constant `s` that makes the diagonal nonnegative
  obtain ⟨s, hs⟩ : ∃ s : ℝ, ∀ x, β * V x ≤ s :=
    ⟨∑ z, |β * V z|, fun x => (le_abs_self _).trans
      (Finset.single_le_sum (f := fun z => |β * V z|) (fun z _ => abs_nonneg _)
        (Finset.mem_univ x))⟩
  have hdom : ∀ x y, ‖block x y ((-(β : ℂ)) • gaugeH t V U + (s : ℂ) • 1)‖
      ≤ ((-β) • scalarH t V + s • (1 : Matrix X X ℝ)) x y := by
    intro x y
    have hb : block x y (gaugeH t V U) =
        if x = y then (V x : ℂ) • 1 else (-(t x y : ℂ)) • U x y := rfl
    rw [map_add, map_smul, map_smul, hb, block_one]
    rcases eq_or_ne x y with rfl | h
    · have e : (-(β : ℂ)) • ((V x : ℂ) • (1 : Matrix n n ℂ)) + (s : ℂ) • (1 : Matrix n n ℂ)
          = ((s - β * V x : ℝ) : ℂ) • (1 : Matrix n n ℂ) := by
        push_cast
        module
      have e' : ((-β) • scalarH t V + s • (1 : Matrix X X ℝ)) x x = s - β * V x := by
        simp [scalarH]
        ring
      rw [if_pos rfl, if_pos rfl, e, e', norm_smul, Complex.norm_real,
        Real.norm_of_nonneg (sub_nonneg.2 (hs x))]
      exact mul_le_of_le_one_right (sub_nonneg.2 (hs x)) (norm_unitary_le_one (one_mem _))
    · have e : (-(β : ℂ)) • ((-(t x y : ℂ)) • U x y) + (s : ℂ) • (0 : Matrix n n ℂ)
          = ((β * t x y : ℝ) : ℂ) • U x y := by
        push_cast
        module
      have e' : ((-β) • scalarH t V + s • (1 : Matrix X X ℝ)) x y = β * t x y := by
        simp [scalarH, h]
      have hp := mul_nonneg hβ (ht x y)
      rw [if_neg h, if_neg h, e, e', norm_smul, Complex.norm_real, Real.norm_of_nonneg hp]
      exact mul_le_of_le_one_right hp (norm_unitary_le_one (hU x y h))
  -- the common factor `exp s` cancels
  have key := block_exp_le hdom x y
  rw [exp_shift, exp_shift, map_smul, Matrix.smul_apply, norm_smul, ← Complex.exp_eq_exp_ℂ,
    ← Real.exp_eq_exp_ℝ, Complex.norm_exp, Complex.ofReal_re, smul_eq_mul] at key
  exact le_of_mul_le_mul_left key (Real.exp_pos s)

/-- For symmetric nonnegative hopping, unitary links with `U y x = (U x y)ᴴ` and `β ≥ 0`, the
partition function of `H_U` is real and at most the number of colours times that of `H_0`. -/
theorem partition_function_le {t : X → X → ℝ} (V : X → ℝ) {U : X → X → Matrix n n ℂ} {β : ℝ}
    (ht : ∀ x y, 0 ≤ t x y) (hsymm : ∀ x y, t x y = t y x)
    (hU : ∀ x y, x ≠ y → U x y ∈ Matrix.unitaryGroup n ℂ)
    (hUs : ∀ x y, x ≠ y → U y x = (U x y)ᴴ) (hβ : 0 ≤ β) :
    (NormedSpace.exp ((-(β : ℂ)) • gaugeH t V U)).trace.im = 0 ∧
    (NormedSpace.exp ((-(β : ℂ)) • gaugeH t V U)).trace.re
      ≤ Fintype.card n * (NormedSpace.exp ((-β) • scalarH t V)).trace := by
  constructor
  · -- the exponent is Hermitian, so the trace is real
    have hH : ((-(β : ℂ)) • gaugeH t V U).IsHermitian := by
      ext ⟨x, a⟩ ⟨y, b⟩
      rcases eq_or_ne x y with rfl | h
      · by_cases hab : a = b
        · simp [gaugeH, hab]
        · simp [gaugeH, hab, Ne.symm hab]
      · simp [gaugeH, h, h.symm, hUs x y h, hsymm y x]
    have htr := Matrix.trace_conjTranspose (NormedSpace.exp ((-(β : ℂ)) • gaugeH t V U))
    rw [hH.exp.eq] at htr
    exact Complex.conj_eq_iff_im.1 htr.symm
  · -- each diagonal entry is bounded by the norm of its block
    have hentry : ∀ (B : Matrix n n ℂ) (a : n), ‖B a a‖ ≤ ‖B‖ := by
      intro B a
      have h := (PiLp.norm_apply_le _ a).trans
        (Matrix.l2_opNorm_mulVec B (EuclideanSpace.single a (1 : ℂ)))
      simpa using h
    simp only [Matrix.trace, Matrix.diag_apply, Fintype.sum_prod_type, Complex.re_sum,
      Finset.mul_sum]
    refine Finset.sum_le_sum fun x _ => ?_
    rw [← nsmul_eq_mul, ← Finset.card_univ]
    refine Finset.sum_le_card_nsmul _ _ _ fun a _ => ?_
    exact (Complex.re_le_norm _).trans
      ((hentry (block x x _) a).trans (propagator_le V ht hU hβ x x))

/-- When every link matrix is the identity, the partition function equals the number of colours
times the scalar one, at every real `β`. -/
theorem partition_function_trivial_links (t : X → X → ℝ) (V : X → ℝ) (β : ℝ) :
    (NormedSpace.exp ((-(β : ℂ)) • gaugeH t V fun _ _ => (1 : Matrix n n ℂ))).trace
      = Fintype.card n * ((NormedSpace.exp ((-β) • scalarH t V)).trace : ℂ) := by
  -- `f` places one copy of a scalar operator in each colour
  let f : Matrix X X ℝ →+* Matrix (X × n) (X × n) ℂ :=
    (Matrix.blockDiagonalRingHom X n ℂ).comp
      ((Pi.constRingHom n (Matrix X X ℂ)).comp Complex.ofRealHom.mapMatrix)
  have hf : ∀ A, f A = Matrix.blockDiagonal fun _ : n => A.map Complex.ofReal := fun _ => rfl
  have hc : Continuous f :=
    (continuous_pi fun _ => continuous_id.matrix_map Complex.continuous_ofReal).matrix_blockDiagonal
  have hH : ((-(β : ℂ)) • gaugeH t V fun _ _ => (1 : Matrix n n ℂ))
      = f ((-β) • scalarH t V) := by
    rw [hf]
    ext ⟨x, a⟩ ⟨y, b⟩
    by_cases h : x = y <;> by_cases hab : a = b <;>
      simp [gaugeH, scalarH, Matrix.blockDiagonal_apply, h, hab]
  -- `f` commutes with the exponential series
  have hexp : ∀ A, f (NormedSpace.exp A) = NormedSpace.exp (f A) := by
    intro A
    have hA : HasSum (fun k : ℕ => ((k.factorial : ℝ)⁻¹) • A ^ k) (NormedSpace.exp A) :=
      NormedSpace.exp_series_hasSum_exp' (𝕂 := ℝ) A
    have hB : HasSum (fun k : ℕ => ((k.factorial : ℂ)⁻¹) • f A ^ k) (NormedSpace.exp (f A)) :=
      NormedSpace.exp_series_hasSum_exp' (𝕂 := ℂ) (f A)
    have hk : ∀ k : ℕ, f (((k.factorial : ℝ)⁻¹) • A ^ k)
        = ((k.factorial : ℂ)⁻¹) • f A ^ k := by
      intro k
      rw [← map_pow, hf, hf]
      ext ⟨x, a⟩ ⟨y, b⟩
      by_cases hab : a = b <;> simp [Matrix.blockDiagonal_apply, hab]
    have h := hA.map f hc
    simp only [Function.comp_def, hk] at h
    exact h.unique hB
  rw [hH, ← hexp, hf, Matrix.trace_blockDiagonal]
  simp [Matrix.trace]

end

end NonabelianPartitionFunction
```

```lean
#print axioms NonabelianPartitionFunction.partition_function_le
-- 'NonabelianPartitionFunction.partition_function_le' depends on axioms: [propext, Classical.choice, Quot.sound]
#print axioms NonabelianPartitionFunction.partition_function_trivial_links
-- 'NonabelianPartitionFunction.partition_function_trivial_links' depends on axioms: [propext, Classical.choice, Quot.sound]
```

## From block norms to the trace in Lean

`norm_unitary_le_one` uses the identity $\|U^*U\|=\|U\|^2$. Applied to $\mathbf 1$ it gives $\|\mathbf 1\|=\|\mathbf 1\|^2$, hence $\|\mathbf 1\|\le 1$, and applied to $U$ it then gives $\|U\|\le 1$. `block_one` and `block_mul` are the block rules for the identity and for products.

In `block_exp_le`, the induction `hpow` is the bound on powers: `norm_sum_le` is the triangle inequality over the intermediate site $z$, and `norm_mul_le` bounds each product. The passage to exponentials is `norm_exp_le`, which compares the two convergent series term by term. It is stated for a linear map into any normed space. The proof of `block_exp_le` applies it to the block map followed by a norm-preserving map `T`, which regards colour matrices as operators on Euclidean space.

`propagator_le` takes $s=\sum_z|\beta V_z|$. Its statement `hdom` checks the diagonal and off-diagonal blocks separately, as above. `exp_shift` extracts the factor $e^s$ from both exponentials, and the last line cancels it because it is positive.

The first half of `partition_function_le` shows that the exponent is Hermitian, so the trace equals its own conjugate. This is the only place where `hsymm` and `hUs` are used. In the second half, `hentry` bounds a diagonal entry by applying the matrix to a basis vector, and `Finset.sum_le_card_nsmul` turns a uniform bound on the colour terms into the factor $N$.

For identity links, the ring homomorphism `f` places a copy of a scalar matrix in each colour. It is continuous and respects powers, so it commutes with the exponential series, and the trace of the block-diagonal result is $N$ times the scalar trace.
